# Linear dichroism of a $J \to J+1$ line is proportional to $3\langle M^2\rangle - J(J+1)$ for normalised populations

Let an atomic level of angular momentum $J$ absorb light into a level of angular momentum $J+1$, and let $I_+$, $I_0$ and $I_-$ be the relative intensities of the electric-dipole transitions that change the magnetic quantum number $M$ by $+1$, $0$ and $-1$, on the scale where each is a squared Clebsch–Gordan coefficient times $(2J+1)(2J+2)$. For populations of the $M$ levels that sum to one,

$$\langle I_+ + I_- - 2I_0\rangle = 2\left(3\langle M^2\rangle - J(J+1)\right),$$

where the brackets denote the population-weighted mean. This is zero when all levels are equally populated. If a second sublattice has the populations of $M$ and $-M$ exchanged, the circular signals $\langle I_+ - I_-\rangle$ of the two sublattices cancel, while their linear signals are equal and add.

For an x-ray absorption line of this $J \to J+1$ kind, starting from an isolated $J$ multiplet with populations diagonal in $M$, the circular signal is proportional to the dipole $\langle M\rangle$ and the linear signal to the quadrupole $3\langle M^2\rangle - J(J+1)$. This is why a collinear antiferromagnet described by this model can show linear dichroism without circular dichroism.

```lean
import Mathlib

open Finset

namespace DichroismSumRules

noncomputable section
```

## Levels, weights and signals

To treat integer and half-integer angular momenta together, write $J = n/2$ with $n$ a natural number.

```lean
/-- The angular momentum `J = n / 2` of a multiplet with `n + 1` levels. -/
def spin (n : ℕ) : ℝ := (n : ℝ) / 2
```

The multiplet has $n+1 = 2J+1$ levels. Number them $k = 0, \dots, n$ from the lowest $M$ upwards, so that $M_k = k - J$ runs from $-J$ to $J$.

```lean
/-- The magnetic quantum number `M = k - J` of the `k`-th level, counted from the lowest `M`. -/
def level {n : ℕ} (k : Fin (n + 1)) : ℝ := ((k : ℕ) : ℝ) - spin n
```

The index type `Fin (n + 1)` supplies exactly these values of $k$. The intensities are the squared Clebsch–Gordan coefficients for coupling $J$ with one unit of angular momentum to $J+1$, multiplied by $(2J+1)(2J+2)$ to clear the denominators. The squared reduced matrix element, which sets the overall strength of the line, is divided out. For the transition that raises $M$,

$$I_+ = (J+M+1)(J+M+2).$$

```lean
/-- Relative weight of the `J → J + 1` transition that raises `M` by one. -/
def wPlus (J M : ℝ) : ℝ := (J + M + 1) * (J + M + 2)
```

For the transition that keeps $M$,

$$I_0 = 2(J+M+1)(J-M+1).$$

```lean
/-- Relative weight of the `J → J + 1` transition that keeps `M`. -/
def wZero (J M : ℝ) : ℝ := 2 * (J + M + 1) * (J - M + 1)
```

For the transition that lowers $M$,

$$I_- = (J-M+1)(J-M+2).$$

```lean
/-- Relative weight of the `J → J + 1` transition that lowers `M` by one. -/
def wMinus (J M : ℝ) : ℝ := (J - M + 1) * (J - M + 2)
```

The file takes these polynomials as definitions and does not derive them from the dipole operator. A level quantity $f_k$ is averaged with the populations $p_k$ as

$$\langle f\rangle = \sum_k p_k f_k.$$

```lean
/-- The sum of a level quantity `f` weighted with the populations `p`. -/
def mean {n : ℕ} (p f : Fin (n + 1) → ℝ) : ℝ := ∑ k, p k * f k
```

There is no division by the total population, and `p` is any real-valued function on the levels. Normalisation and positivity appear as hypotheses only in the theorems that need them. Coherences between different $M$ have no place in this description: the density matrix is taken to be diagonal along the quantisation axis.

The circular signal is $\langle I_+ - I_-\rangle$, with the sign fixed by counting the $M$-raising transition as positive.

```lean
/-- The circular dichroism signal, the mean of `I₊ - I₋`. -/
def circularDichroism {n : ℕ} (p : Fin (n + 1) → ℝ) : ℝ :=
  mean p (fun k => wPlus (spin n) (level k) - wMinus (spin n) (level k))
```

The linear signal is $\langle I_+ + I_- - 2I_0\rangle$. Light polarised along the axis drives the $I_0$ transitions, and light polarised perpendicular to it has intensity $(I_+ + I_-)/2$ for diagonal populations. The signal is thus twice the difference obtained by subtracting the parallel intensity from the perpendicular one. Both signals refer to the whole line, without resolving energy differences between the $M$ levels.

```lean
/-- The linear dichroism signal, the mean of `I₊ + I₋ - 2 I₀`. -/
def linearDichroism {n : ℕ} (p : Fin (n + 1) → ℝ) : ℝ :=
  mean p (fun k => wPlus (spin n) (level k) + wMinus (spin n) (level k)
    - 2 * wZero (spin n) (level k))
```

The mirrored sublattice has populations $\tilde p_k = p_{n-k}$. Since $M_{n-k} = -M_k$, this exchanges the populations of $M$ and $-M$, as reversing the local moment does.

```lean
/-- The populations of the mirrored sublattice, with the levels taken in reverse order. -/
def mirror {n : ℕ} (p : Fin (n + 1) → ℝ) : Fin (n + 1) → ℝ := fun k => p k.rev
```

## The total is independent of $M$

Set $a = J+1$. The weights expand to

$$I_\pm = a^2 \pm 2aM + M^2 + a \pm M, \qquad I_0 = 2a^2 - 2M^2.$$

In the sum, the terms linear in $M$ cancel between $I_+$ and $I_-$, and the $M^2$ terms cancel against $I_0$:

$$I_+ + I_0 + I_- = 4a^2 + 2a = 2(J+1)(2J+3).$$

```lean
/-- The three weights add up to a total that does not depend on `M`. -/
theorem total_weight (J M : ℝ) :
    wPlus J M + wZero J M + wMinus J M = 2 * (J + 1) * (2 * J + 3) := by
  unfold wPlus wZero wMinus
  ring
```

The theorem holds for all real $J$ and $M$, since it is a polynomial identity; `ring` carries out the expansion. In physical terms, the intensity summed over the three polarisations does not depend on how the levels are populated, once the populations are normalised.

## The circular signal measures $\langle M\rangle$

The same expansions give, level by level,

$$I_+ - I_- = 4aM + 2M = 2(2J+3)M.$$

Multiplying by $p_k$ and summing yields

$$\langle I_+ - I_-\rangle = 2(2J+3)\langle M\rangle.$$

```lean
/-- The circular dichroism is `2 (2J + 3)` times the mean of `M`. -/
theorem circular_sum_rule {n : ℕ} (p : Fin (n + 1) → ℝ) :
    circularDichroism p = 2 * (2 * spin n + 3) * mean p (fun k => level k) := by
  unfold circularDichroism mean
  rw [Finset.mul_sum]
  refine Finset.sum_congr rfl fun k _ => ?_
  unfold wPlus wMinus
  ring
```

No normalisation is needed, because both sides are linear in the populations. The proof moves the constant inside the sum with `Finset.mul_sum`, compares the two sums term by term with `Finset.sum_congr`, and leaves the identity for one level to `ring`.

The words `sum_rule` in the Lean names refer to this single $J \to J+1$ line. The x-ray sum rules that extract orbital and spin moments from intensities integrated over whole absorption edges are different statements, involving all final states of the edge.

## The linear signal measures the quadrupole

For one level,

$$I_+ + I_- - 2I_0 = (2a^2 + 2M^2 + 2a) - (4a^2 - 4M^2) = 6M^2 - 2a(a-1) = 6M^2 - 2J(J+1).$$

The mean is therefore

$$\langle I_+ + I_- - 2I_0\rangle = 6\langle M^2\rangle - 2J(J+1)\sum_k p_k,$$

and the formula stated at the start follows when $\sum_k p_k = 1$.

```lean
/-- For normalised populations the linear dichroism is `2 (3 ⟨M²⟩ - J (J + 1))`. -/
theorem linear_sum_rule {n : ℕ} (p : Fin (n + 1) → ℝ) (hp : ∑ k, p k = 1) :
    linearDichroism p =
      2 * (3 * mean p (fun k => level k ^ 2) - spin n * (spin n + 1)) := by
  -- expand the weights level by level, keeping the total population explicit
  have h : linearDichroism p = 6 * mean p (fun k => level k ^ 2)
      - 2 * (spin n * (spin n + 1)) * ∑ k, p k := by
    unfold linearDichroism mean
    rw [Finset.mul_sum, Finset.mul_sum, ← Finset.sum_sub_distrib]
    refine Finset.sum_congr rfl fun k _ => ?_
    unfold wPlus wMinus wZero
    ring
  rw [h, hp]
  ring
```

The intermediate statement `h` is the version with the total population still present, and `hp` then replaces that total by one. The condition `hp` is easily forgotten, because the name `mean` suggests that normalisation is already built in. Without it the formula fails: if all $p_k$ are zero, the left side is zero, while the right side is $-2J(J+1)$, which is nonzero for every $J > 0$.

## Uniform populations give no linear signal

The uniform case needs the sum of $M^2$ over the multiplet. For any real $c$ and natural number $m$,

$$\sum_{k=0}^{m-1}(k-c)^2 = \frac{m(m-1)(2m-1)}{6} - c\,m(m-1) + mc^2.$$

Both sides vanish at $m=0$. Going from $m$ to $m+1$, the three terms on the right grow by $m^2$, $-2cm$ and $c^2$, which together make $(m-c)^2$, the new term on the left. Setting $m = 2J+1$ and $c = J$ gives

$$\sum_k M_k^2 = J(2J+1)\left[\frac{4J+1}{3} - 2J + J\right] = \frac{J(J+1)(2J+1)}{3}.$$

```lean
/-- The sum of `M²` over the multiplet is `J (J + 1) (2J + 1) / 3`. -/
theorem sum_level_sq (n : ℕ) :
    ∑ k : Fin (n + 1), level k ^ 2 = spin n * (spin n + 1) * (2 * spin n + 1) / 3 := by
  -- a sum of shifted squares, by induction on the number of terms
  have key : ∀ (c : ℝ) (m : ℕ), ∑ k ∈ range m, ((k : ℝ) - c) ^ 2 =
      (m : ℝ) * (m - 1) * (2 * m - 1) / 6 - c * m * (m - 1) + m * c ^ 2 := by
    intro c m
    induction m with
    | zero => simp
    | succ m ih =>
      rw [Finset.sum_range_succ, ih]
      push_cast
      ring
  unfold level
  rw [Fin.sum_univ_eq_sum_range (fun k : ℕ => ((k : ℝ) - spin n) ^ 2) (n + 1), key]
  unfold spin
  push_cast
  ring
```

The induction is the statement `key`. The lemma `Fin.sum_univ_eq_sum_range` then turns the sum over levels into a sum over the natural numbers below $n+1$, to which `key` applies.

With $p_k = 1/(n+1) = 1/(2J+1)$, the mean square is $\langle M^2\rangle = J(J+1)/3$, and the linear signal becomes

$$2\left(3\cdot\frac{J(J+1)}{3} - J(J+1)\right) = 0.$$

```lean
/-- Uniform populations give no linear dichroism. -/
theorem linear_uniform (n : ℕ) :
    linearDichroism (fun _ : Fin (n + 1) => 1 / ((n : ℝ) + 1)) = 0 := by
  have hn : (n : ℝ) + 1 ≠ 0 := by positivity
  have hp : ∑ _k : Fin (n + 1), 1 / ((n : ℝ) + 1) = 1 := by
    rw [Finset.sum_const, Finset.card_univ, Fintype.card_fin, nsmul_eq_mul]
    push_cast
    exact mul_one_div_cancel hn
  have hJ : 2 * spin n + 1 = (n : ℝ) + 1 := by
    unfold spin
    ring
  have hm : mean (fun _ : Fin (n + 1) => 1 / ((n : ℝ) + 1)) (fun k => level k ^ 2)
      = spin n * (spin n + 1) / 3 := by
    unfold mean
    rw [← Finset.mul_sum, sum_level_sq, hJ]
    field_simp
  rw [linear_sum_rule _ hp, hm]
  ring
```

In the proof, `hp` checks that the uniform populations are normalised, `hJ` identifies $2J+1$ with $n+1$, and `hm` is the value of $\langle M^2\rangle$. Equal populations are what thermal equilibrium gives when the level splittings are negligible compared with the thermal energy.

## Mirrored sublattices

Reversing the order of the levels sends $k$ to $n-k$, so

$$M_{n-k} = n - k - \frac{n}{2} = -\left(k - \frac{n}{2}\right) = -M_k.$$

```lean
/-- Reversing the order of the levels changes the sign of `M`. -/
theorem level_rev {n : ℕ} (k : Fin (n + 1)) : level k.rev = -level k := by
  have h : (k.rev : ℕ) + (k : ℕ) = n := by
    have := k.isLt
    rw [Fin.val_rev]
    omega
  have h' : ((k.rev : ℕ) : ℝ) + ((k : ℕ) : ℝ) = (n : ℝ) := by exact_mod_cast h
  unfold level spin
  linarith
```

Here `k.rev` is the Lean form of $n-k$. The identity $(n-k)+k=n$ is first shown for natural numbers by `omega` and then carried over to the reals.

Relabelling the summation index moves the reversal from the populations to the averaged quantity:

$$\sum_k p_{n-k} f_k = \sum_k p_k f_{n-k}.$$

Under $M \to -M$ the weights $I_+$ and $I_-$ change places and $I_0$ stays the same. The circular signal is odd and the linear signal is even. Writing $C$ and $L$ for the two signals as functions of the populations,

$$C(p) + C(\tilde p) = 0, \qquad L(p) + L(\tilde p) = 2L(p).$$

```lean
/-- For two sublattices with mirrored populations the circular signals cancel, and the linear
signals add up to twice that of one sublattice. -/
theorem mirrored_sublattices {n : ℕ} (p : Fin (n + 1) → ℝ) :
    circularDichroism p + circularDichroism (mirror p) = 0 ∧
      linearDichroism p + linearDichroism (mirror p) = 2 * linearDichroism p := by
  -- a mean over mirrored populations is a mean of the mirrored quantity
  have hmir : ∀ f : Fin (n + 1) → ℝ, mean (mirror p) f = mean p (fun k => f k.rev) := by
    intro f
    exact Fintype.sum_equiv Fin.revPerm _ _ (fun k => by simp [mirror])
  constructor
  · have h : mean (mirror p) (fun k => level k) = -mean p (fun k => level k) := by
      rw [hmir]
      simp [mean, level_rev]
    rw [circular_sum_rule, circular_sum_rule, h]
    ring
  · have h : linearDichroism (mirror p) = linearDichroism p := by
      unfold linearDichroism
      rw [hmir]
      unfold mean
      refine Finset.sum_congr rfl fun k _ => ?_
      simp only [level_rev]
      unfold wPlus wMinus wZero
      ring
    rw [h]
    ring
```

The relabelling is `hmir`, which uses the permutation `Fin.revPerm`. The circular half of the theorem then follows from `circular_sum_rule` and the sign change of $\langle M\rangle$. The linear half compares the weights level by level. Neither half requires normalised or nonnegative populations.

The two sublattices enter with equal weight and share one quantisation axis, so canted moments are not covered. The doubling refers to the sum of the two signals; the signal per sublattice is unchanged, and it may be zero.

## The largest linear signal

For the level $k$,

$$J^2 - M_k^2 = J^2 - (k-J)^2 = k(2J-k) = k(n-k) \ge 0.$$

If the populations are nonnegative and sum to one, it follows that $\langle M^2\rangle \le J^2$, and hence

$$L(p) \le 2\left(3J^2 - J(J+1)\right) = 2J(2J-1).$$

When only the level $M = J$ is populated, $\langle M^2\rangle = J^2$ and the bound is attained.

```lean
/-- For nonnegative normalised populations the linear dichroism is at most `2J (2J - 1)`, and
this value is reached when only the level `M = J` is populated. -/
theorem linear_le_saturated (n : ℕ) :
    (∀ p : Fin (n + 1) → ℝ, (∀ k, 0 ≤ p k) → ∑ k, p k = 1 →
      linearDichroism p ≤ 2 * spin n * (2 * spin n - 1)) ∧
    linearDichroism (Pi.single (Fin.last n) 1 : Fin (n + 1) → ℝ)
      = 2 * spin n * (2 * spin n - 1) := by
  constructor
  · intro p h0 hp
    -- no level has `M²` above `J²`
    have hM : ∀ k : Fin (n + 1), level k ^ 2 ≤ spin n ^ 2 := by
      intro k
      have h1 : (0 : ℝ) ≤ ((k : ℕ) : ℝ) := Nat.cast_nonneg _
      have h2 : ((k : ℕ) : ℝ) ≤ (n : ℝ) := Nat.cast_le.mpr (Nat.lt_succ_iff.mp k.isLt)
      unfold level spin
      nlinarith [mul_nonneg h1 (sub_nonneg.mpr h2)]
    have hm : mean p (fun k => level k ^ 2) ≤ spin n ^ 2 := by
      calc mean p (fun k => level k ^ 2) ≤ ∑ k, p k * spin n ^ 2 :=
            Finset.sum_le_sum fun k _ => mul_le_mul_of_nonneg_left (hM k) (h0 k)
        _ = spin n ^ 2 := by rw [← Finset.sum_mul, hp, one_mul]
    rw [linear_sum_rule p hp]
    nlinarith [hm]
  · have hs : ∀ f : Fin (n + 1) → ℝ,
        mean (Pi.single (Fin.last n) 1) f = f (Fin.last n) := by
      intro f
      simp [mean, Pi.single_apply]
    rw [linear_sum_rule _ (by simp), hs]
    simp only [level, spin, Fin.val_last]
    ring
```

The product $k(n-k)$ is the hint given to `nlinarith` in the proof of `hM`. Positivity is used in the next step, where $M_k^2 \le J^2$ is multiplied by $p_k$ and summed. The fully polarised state is written `Pi.single (Fin.last n) 1`, which assigns population one to the highest level and zero to the others. By mirror symmetry the level $M = -J$ gives the same linear signal. The bound concerns the signed value, not the magnitude: for $J = 1$ with only $M = 0$ populated the signal is $-4$, while the upper bound is $2$.

## The smallest multiplets

For $J = 1/2$ both levels have $M^2 = 1/4$, so each contributes

$$p_k\left(6\cdot\frac14 - 2\cdot\frac12\cdot\frac32\right) = 0.$$

The linear signal vanishes even when the moment is fully polarised. A spin one-half can have a dipole moment but no quadrupole moment, so of the two signals defined here only the circular one depends on its polarisation.

```lean
/-- For `J = 1/2` the linear dichroism vanishes for all populations. -/
theorem linear_spin_half (p : Fin (1 + 1) → ℝ) : linearDichroism p = 0 := by
  unfold linearDichroism mean
  refine Finset.sum_eq_zero fun k _ => ?_
  -- both levels have `M² = 1/4`
  have h : level k ^ 2 = 1 / 4 := by
    fin_cases k <;> norm_num [level, spin]
  simp only [wPlus, wMinus, wZero, spin, Nat.cast_one]
  linear_combination 6 * p k * h

end

end DichroismSumRules
```

The type `Fin (1 + 1)` is the case $n = 1$. Since every term vanishes separately, the populations need not be normalised. The tactic `fin_cases` checks $M^2 = 1/4$ for each of the two levels, and `linear_combination` inserts that value into the expanded weights. For $J = 0$ the only level has $M = 0$ and all three weights equal $2$, so both signals are zero.

```lean
#print axioms DichroismSumRules.linear_uniform
#print axioms DichroismSumRules.mirrored_sublattices
#print axioms DichroismSumRules.linear_le_saturated
#print axioms DichroismSumRules.linear_spin_half
```

```
'DichroismSumRules.linear_uniform' depends on axioms: [propext, Classical.choice, Quot.sound]
'DichroismSumRules.mirrored_sublattices' depends on axioms: [propext, Classical.choice, Quot.sound]
'DichroismSumRules.linear_le_saturated' depends on axioms: [propext, Classical.choice, Quot.sound]
'DichroismSumRules.linear_spin_half' depends on axioms: [propext, Classical.choice, Quot.sound]
```
